# For a positive definite overlap matrix $S$, the energy $\mathrm{Tr}(XSXS)/2$ on symmetric matrices has Hessian condition number $(s_{\max}/s_{\min})^2$ in the trace inner product

When a density matrix is optimised in a basis of overlapping atomic orbitals, near-linear dependence pushes the smallest eigenvalue of the overlap matrix $S$ towards zero, and plain gradient steps can become inefficient. To isolate the part played by the overlap, I look at a model energy $E(X)=\tfrac12\mathrm{Tr}(XSXS)$, where the real symmetric matrix $X$ is the deviation from the minimum. I believe that its Hessian condition number, taken in the trace inner product $\mathrm{Tr}(XY)$, is the square of $s_{\max}/s_{\min}$, the ratio of the extreme eigenvalues of $S$, and that multiplying the gradient by $S^{-1}$ on both sides gives a step that reaches the minimum at once. Can this be made rigorous and checked by machine?

## Curvatures in the eigenbasis of $S$

Yes. Write $a=s_{\min}$ and $b=s_{\max}$, both positive. Let $U$ be the orthogonal matrix of eigenvectors and $D$ the diagonal matrix of eigenvalues $d_i$, so that $S=UDU^T$. Set $Y=U^TXU$, which is again symmetric. Cyclicity of the trace gives

$$\mathrm{Tr}(XSXS)=\mathrm{Tr}(YDYD)=\sum_{ij}d_id_jY_{ij}^2,\qquad \mathrm{Tr}(X^2)=\sum_{ij}Y_{ij}^2 .$$

Since $0<a\le d_i\le b$, every product satisfies $a^2\le d_id_j\le b^2$. For $X\neq0$ the second sum is positive, and division gives

$$a^2\le\frac{\mathrm{Tr}(XSXS)}{\mathrm{Tr}(X^2)}\le b^2 .$$

Both bounds are attained. If $Sv=sv$ with $v\ne0$, take $X=vv^T$. Then $SX=sX$, transposition gives $XS=sX$, and the quotient is $s^2$. Choose $s=a$ or $s=b$.

These quotients are the curvatures of $E$. Along a symmetric direction $Z$,

$$E(X+tZ)=E(X)+t\,\mathrm{Tr}(SXS\,Z)+t^2E(Z),$$

so the gradient in the trace inner product is $G=SXS$, and the second derivative is $2E(Z)=\mathrm{Tr}(ZSZS)$. Dividing by $\mathrm{Tr}(Z^2)$ normalises the direction. The largest curvature over the smallest is $(b/a)^2$.

## One step with the raised gradient

The raised gradient is $S^{-1}(SXS)S^{-1}=X$. Subtracting it from $X$ gives $0$, where $E=0$, while the eigenbasis formula shows $E>0$ at every other symmetric matrix.

The plain gradient behaves differently. On $X=vv^T$ it equals $s^2X$, so a step of length $t$ leaves $(1-ts^2)X$, which vanishes only for $t=1/s^2$. Two different eigenvalues demand two different step lengths, so no fixed $t$ works for every $X$.

In density-matrix minimisation, this shows how the overlap alone can spoil the conditioning and how its inverse repairs it, for a quadratic model without idempotency or electron-number constraints.

## What the Lean statements say

The finite type `n` labels the basis functions, and `S.PosDef` says that the real matrix `S` is symmetric and positive definite. `eigenvalueSet S` is the set of its real eigenvalues. The hypotheses `IsLeast (eigenvalueSet S) a` and `IsGreatest (eigenvalueSet S) b` make `a` and `b` the extreme ones; they exist whenever the basis is nonempty.

`curvatures S` collects the quotients over nonzero symmetric `X`. `curvature_range` states that `a ^ 2` and `b ^ 2` are its least and greatest elements, which covers the bounds and their attainment together. `hessianCondition` is defined as supremum over infimum of this set, and `hessianCondition_eq` evaluates it as `(b / a) ^ 2`.

`energy_derivatives` ties these definitions to calculus: it gives the first derivative of the energy along a direction (`Y` in Lean, $Z$ above) and the rate at which that slope changes. `raised_gradient_step` gives the identity for the raised gradient and strict minimality among symmetric matrices. `plain_gradient_step_fails` excludes a universal step length along the plain gradient when `S` has two different eigenvalues.

The statements concern exact real arithmetic and the full inverse of $S$. They don't treat a Hamiltonian-dependent Hessian, sparse truncation or the convergence rate of an iterative minimiser.

The symmetry condition is easily lost in writing down `curvatures`. With only `X ≠ 0`, the matrix $X=\begin{pmatrix}0&1\\0&0\end{pmatrix}$ would be admitted. It has $\mathrm{Tr}(X^2)=0$, Lean evaluates the quotient as $0$, and the lower bound $a^2>0$ fails. Minimality needs symmetry too: a nonzero antisymmetric $X$ has negative energy.

```lean
import Mathlib

open Matrix

namespace OverlapMetricConditioning

noncomputable section

variable {n : Type*} [Fintype n] {S X : Matrix n n ℝ} {a b s : ℝ}

/-- The set of real eigenvalues of the overlap matrix `S`. -/
def eigenvalueSet (S : Matrix n n ℝ) : Set ℝ :=
  {s | ∃ v : n → ℝ, v ≠ 0 ∧ S *ᵥ v = s • v}

/-- The quadratic energy `Tr(XSXS)/2`. -/
def energy (S X : Matrix n n ℝ) : ℝ := Matrix.trace (X * S * X * S) / 2

/-- The matrix `SXS`. -/
def energyGradient (S X : Matrix n n ℝ) : Matrix n n ℝ := S * X * S

/-- The values of `Tr(XSXS)/Tr(X²)` over nonzero symmetric `X`. -/
def curvatures (S : Matrix n n ℝ) : Set ℝ :=
  {q | ∃ X : Matrix n n ℝ, X.IsSymm ∧ X ≠ 0 ∧
    q = Matrix.trace (X * S * X * S) / Matrix.trace (X * X)}

/-- The ratio of the largest to the smallest curvature of the energy. -/
def hessianCondition (S : Matrix n n ℝ) : ℝ := sSup (curvatures S) / sInf (curvatures S)

/-- Every eigenvalue of a positive definite overlap matrix is positive. -/
theorem eigenvalue_pos (hS : S.PosDef) (hs : s ∈ eigenvalueSet S) : 0 < s := by
  obtain ⟨v, hv, he⟩ := hs
  have h := hS.dotProduct_mulVec_pos hv
  rw [he] at h
  simp only [star_trivial, dotProduct_smul, smul_eq_mul] at h
  have hn : 0 ≤ v ⬝ᵥ v := Finset.sum_nonneg fun i _ => mul_self_nonneg (v i)
  by_contra hc
  nlinarith [mul_nonneg hn (neg_nonneg.mpr (not_lt.mp hc))]

/-- For each eigenvalue `s` of a positive definite `S` there is a nonzero symmetric `X` with `SX =
XS = sX`. -/
theorem exists_eigen_direction (hS : S.PosDef) (hs : s ∈ eigenvalueSet S) :
    ∃ X : Matrix n n ℝ, X.IsSymm ∧ X ≠ 0 ∧ S * X = s • X ∧ X * S = s • X := by
  obtain ⟨v, hv, he⟩ := hs
  have hT : Sᵀ = S := by
    have h := hS.isHermitian.eq
    rwa [Matrix.conjTranspose_eq_transpose_of_trivial] at h
  -- the direction is the outer product of the eigenvector with itself
  obtain ⟨X, hXd⟩ : ∃ X, X = Matrix.vecMulVec v v := ⟨_, rfl⟩
  have hXa : ∀ i j, X i j = v i * v j := fun i j => by rw [hXd, Matrix.vecMulVec_apply]
  have hX : Xᵀ = X := by
    ext i j
    rw [Matrix.transpose_apply, hXa, hXa, mul_comm]
  have hSX : S * X = s • X := by
    ext i j
    have h : ∑ k, S i k * v k = s * v i := congrFun he i
    rw [Matrix.mul_apply, Matrix.smul_apply, smul_eq_mul, hXa, ← mul_assoc, ← h,
      Finset.sum_mul]
    exact Finset.sum_congr rfl fun k _ => by rw [hXa]; ring
  refine ⟨X, hX, ?_, hSX, ?_⟩
  · intro h0
    apply hv
    funext i
    have h := hXa i i
    rw [h0, Matrix.zero_apply] at h
    exact mul_self_eq_zero.mp h.symm
  · have h := congrArg Matrix.transpose hSX
    rwa [Matrix.transpose_mul, Matrix.transpose_smul, hX, hT] at h

/-- For symmetric `X`, `Tr(X²)` is the sum of the squared matrix elements. -/
theorem trace_sq (hX : X.IsSymm) : Matrix.trace (X * X) = ∑ i, ∑ j, X i j ^ 2 := by
  simp only [Matrix.trace, Matrix.diag_apply]
  refine Finset.sum_congr rfl fun i _ => ?_
  rw [Matrix.mul_apply]
  exact Finset.sum_congr rfl fun j _ => by rw [hX.apply i j]; ring

/-- `Tr(X²)` is positive for nonzero symmetric `X`. -/
theorem trace_sq_pos (hX : X.IsSymm) (h0 : X ≠ 0) : 0 < Matrix.trace (X * X) := by
  obtain ⟨i, j, hij⟩ : ∃ i j, X i j ≠ 0 := by
    by_contra h
    apply h0
    ext i j
    by_contra hc
    exact h ⟨i, j, hc⟩
  rw [trace_sq hX]
  exact Finset.sum_pos' (fun i _ => Finset.sum_nonneg fun j _ => sq_nonneg _)
    ⟨i, Finset.mem_univ i, Finset.sum_pos' (fun j _ => sq_nonneg _)
      ⟨j, Finset.mem_univ j, by positivity⟩⟩

/-- For positive definite `S` and symmetric `X` there are eigenvalues `d` of `S` and a matrix `Y`
for which `Tr(XSXS)` is the sum of `dᵢ dⱼ Yᵢⱼ²` and `Tr(X²)` is the sum of `Yᵢⱼ²`. -/
theorem trace_eigenbasis (hS : S.PosDef) (hX : X.IsSymm) :
    ∃ (d : n → ℝ) (Y : Matrix n n ℝ), (∀ k, d k ∈ eigenvalueSet S) ∧
      Matrix.trace (X * S * X * S) = ∑ i, ∑ j, d i * d j * Y i j ^ 2 ∧
      Matrix.trace (X * X) = ∑ i, ∑ j, Y i j ^ 2 := by
  classical
  obtain ⟨U, d, h1, hSU⟩ : ∃ (U : Matrix n n ℝ) (d : n → ℝ),
      U * Uᵀ = 1 ∧ S * U = U * Matrix.diagonal d := by
    have hA := hS.isHermitian
    refine ⟨hA.eigenvectorUnitary, hA.eigenvalues, ?_, ?_⟩
    · have h := Matrix.mem_unitaryGroup_iff.mp hA.eigenvectorUnitary.2
      rwa [Matrix.star_eq_conjTranspose, Matrix.conjTranspose_eq_transpose_of_trivial] at h
    · ext i k
      have h := congrFun (hA.mulVec_eigenvectorBasis k) i
      rw [Matrix.mul_diagonal, Matrix.mul_apply]
      simpa [Matrix.mulVec, dotProduct, Matrix.IsHermitian.eigenvectorUnitary_apply,
        mul_comm] using h
  have h2 : Uᵀ * U = 1 := mul_eq_one_comm.mp h1
  have hD : S = U * Matrix.diagonal d * Uᵀ := by
    rw [← hSU, Matrix.mul_assoc, h1, Matrix.mul_one]
  have hY : (Uᵀ * X * U).IsSymm := by
    unfold Matrix.IsSymm
    rw [Matrix.transpose_mul, Matrix.transpose_mul, Matrix.transpose_transpose, hX.eq,
      Matrix.mul_assoc]
  refine ⟨d, Uᵀ * X * U, fun k => ⟨fun i => U i k, ?_, ?_⟩, ?_, ?_⟩
  · intro hv
    have hz : ∀ i, U i k = 0 := fun i => congrFun hv i
    have h : (Uᵀ * U) k k = (1 : Matrix n n ℝ) k k := by rw [h2]
    simp [Matrix.mul_apply, hz] at h
  · funext i
    have h : (S * U) i k = (U * Matrix.diagonal d) i k := by rw [hSU]
    rw [Matrix.mul_diagonal, Matrix.mul_apply] at h
    change ∑ j, S i j * U j k = d k * U i k
    rw [h, mul_comm]
  · -- cyclicity of the trace moves the rotation onto X
    have h : Matrix.trace (X * S * X * S) = Matrix.trace
        ((Uᵀ * X * U) * Matrix.diagonal d * ((Uᵀ * X * U) * Matrix.diagonal d)) := by
      calc _ = Matrix.trace ((X * U * Matrix.diagonal d * Uᵀ * X * U *
            Matrix.diagonal d) * Uᵀ) := by rw [hD]; simp only [Matrix.mul_assoc]
        _ = _ := by rw [Matrix.trace_mul_comm]; simp only [Matrix.mul_assoc]
    rw [h]
    generalize Uᵀ * X * U = Y at hY
    simp only [Matrix.trace, Matrix.diag_apply]
    refine Finset.sum_congr rfl fun i _ => ?_
    rw [Matrix.mul_apply]
    refine Finset.sum_congr rfl fun j _ => ?_
    simp only [Matrix.mul_diagonal]
    rw [hY.apply i j]
    ring
  · rw [← trace_sq hY]
    calc _ = Matrix.trace ((X * (U * Uᵀ) * X * U) * Uᵀ) := by
          rw [Matrix.mul_assoc _ U, h1, Matrix.mul_one, Matrix.mul_one]
      _ = _ := by rw [Matrix.trace_mul_comm]; simp only [Matrix.mul_assoc]

/-- For positive definite `S`, the smallest and largest values of `Tr(XSXS)/Tr(X²)` over nonzero
symmetric `X` are the squares of the smallest and largest eigenvalues of `S`. -/
theorem curvature_range (hS : S.PosDef) (ha : IsLeast (eigenvalueSet S) a)
    (hb : IsGreatest (eigenvalueSet S) b) :
    IsLeast (curvatures S) (a ^ 2) ∧ IsGreatest (curvatures S) (b ^ 2) := by
  have attained : ∀ s ∈ eigenvalueSet S, s ^ 2 ∈ curvatures S := by
    intro s hs
    obtain ⟨X, hX, h0, -, hXS⟩ := exists_eigen_direction hS hs
    refine ⟨X, hX, h0, ?_⟩
    rw [Matrix.mul_assoc, hXS, Matrix.smul_mul, Matrix.mul_smul, smul_smul, ← sq,
      Matrix.trace_smul, smul_eq_mul, mul_div_cancel_right₀ _ (trace_sq_pos hX h0).ne']
  have ha0 := eigenvalue_pos hS ha.1
  have hb0 := eigenvalue_pos hS hb.1
  refine ⟨⟨attained a ha.1, ?_⟩, ⟨attained b hb.1, ?_⟩⟩
  · rintro q ⟨X, hX, h0, rfl⟩
    obtain ⟨d, Y, hd, h1, h2⟩ := trace_eigenbasis hS hX
    rw [le_div_iff₀ (trace_sq_pos hX h0), h1, h2, Finset.mul_sum]
    refine Finset.sum_le_sum fun i _ => ?_
    rw [Finset.mul_sum]
    refine Finset.sum_le_sum fun j _ => mul_le_mul_of_nonneg_right ?_ (sq_nonneg _)
    rw [sq]
    exact mul_le_mul (ha.2 (hd i)) (ha.2 (hd j)) ha0.le (eigenvalue_pos hS (hd i)).le
  · rintro q ⟨X, hX, h0, rfl⟩
    obtain ⟨d, Y, hd, h1, h2⟩ := trace_eigenbasis hS hX
    rw [div_le_iff₀ (trace_sq_pos hX h0), h1, h2, Finset.mul_sum]
    refine Finset.sum_le_sum fun i _ => ?_
    rw [Finset.mul_sum]
    refine Finset.sum_le_sum fun j _ => mul_le_mul_of_nonneg_right ?_ (sq_nonneg _)
    rw [sq]
    exact mul_le_mul (hb.2 (hd i)) (hb.2 (hd j)) (eigenvalue_pos hS (hd j)).le hb0.le

/-- For positive definite `S`, the Hessian condition number of the energy is the squared ratio of
the extreme eigenvalues of `S`. -/
theorem hessianCondition_eq (hS : S.PosDef) (ha : IsLeast (eigenvalueSet S) a)
    (hb : IsGreatest (eigenvalueSet S) b) : hessianCondition S = (b / a) ^ 2 := by
  obtain ⟨hl, hg⟩ := curvature_range hS ha hb
  rw [hessianCondition, hg.csSup_eq, hl.csInf_eq, div_pow]

/-- Along any direction `Y` the energy has first derivative `Tr(SXS Y)` at `X`, and this
slope itself changes at the rate `Tr(YSYS)`. -/
theorem energy_derivatives (S X Y : Matrix n n ℝ) :
    HasDerivAt (fun t : ℝ => energy S (X + t • Y)) (Matrix.trace (energyGradient S X * Y)) 0 ∧
    HasDerivAt (fun t : ℝ => Matrix.trace (energyGradient S (X + t • Y) * Y))
      (Matrix.trace (Y * S * Y * S)) 0 := by
  have h1 : ∀ Z : Matrix n n ℝ,
      Matrix.trace (Z * S * Y * S) = Matrix.trace (S * Z * S * Y) := fun Z => by
    rw [Matrix.trace_mul_comm]; simp only [Matrix.mul_assoc]
  have h2 : Matrix.trace (Y * S * X * S) = Matrix.trace (S * X * S * Y) := by
    rw [← Matrix.trace_mul_comm Y (S * X * S)]; simp only [Matrix.mul_assoc]
  have lin := fun c g : ℝ => ((hasDerivAt_id' (0 : ℝ)).mul_const g).const_add c
  constructor
  · have hE : (fun t : ℝ => energy S (X + t • Y)) = fun t : ℝ =>
        (energy S X + t * Matrix.trace (energyGradient S X * Y)) + t ^ 2 * energy S Y := by
      funext t
      simp only [energy, energyGradient, Matrix.add_mul, Matrix.mul_add, Matrix.smul_mul,
        Matrix.mul_smul, Matrix.trace_add, Matrix.trace_smul, smul_eq_mul, h1 X, h2]
      ring
    rw [hE]
    exact ((lin _ _).fun_add (((hasDerivAt_id' (0 : ℝ)).fun_pow 2).mul_const _)).congr_deriv
      (by simp)
  · have hG : (fun t : ℝ => Matrix.trace (energyGradient S (X + t • Y) * Y)) = fun t : ℝ =>
        Matrix.trace (S * X * S * Y) + t * Matrix.trace (Y * S * Y * S) := by
      funext t
      simp only [energyGradient, Matrix.add_mul, Matrix.mul_add, Matrix.smul_mul,
        Matrix.mul_smul, Matrix.trace_add, Matrix.trace_smul, smul_eq_mul, h1 Y]
    rw [hG]
    exact (lin _ _).congr_deriv (by simp)

/-- For positive definite `S`, the raised gradient `S⁻¹(SXS)S⁻¹` equals `X`, and subtracting it from
`X` gives the unique minimiser of the energy among symmetric matrices. -/
theorem raised_gradient_step [DecidableEq n] (hS : S.PosDef) (X : Matrix n n ℝ) :
    S⁻¹ * energyGradient S X * S⁻¹ = X ∧
    ∀ Y : Matrix n n ℝ, Y.IsSymm → Y ≠ X - S⁻¹ * energyGradient S X * S⁻¹ →
      energy S (X - S⁻¹ * energyGradient S X * S⁻¹) < energy S Y := by
  have hu : IsUnit S.det := isUnit_iff_ne_zero.mpr hS.det_pos.ne'
  have hR : S⁻¹ * energyGradient S X * S⁻¹ = X := by
    calc _ = (S⁻¹ * S) * X * (S * S⁻¹) := by simp only [energyGradient, Matrix.mul_assoc]
      _ = X := by rw [Matrix.nonsing_inv_mul S hu, Matrix.mul_nonsing_inv S hu,
        Matrix.one_mul, Matrix.mul_one]
  refine ⟨hR, fun Y hY hne => ?_⟩
  rw [hR, sub_self] at hne ⊢
  obtain ⟨d, Z, hd, h1, h2⟩ := trace_eigenbasis hS hY
  have hp := trace_sq_pos hY hne
  obtain ⟨i, j, hij⟩ : ∃ i j, Z i j ≠ 0 := by
    by_contra h
    have hz : ∀ i j, Z i j = 0 := fun i j => by
      by_contra hc
      exact h ⟨i, j, hc⟩
    rw [h2] at hp
    simp [hz] at hp
  have hd0 := fun k => eigenvalue_pos hS (hd k)
  have hnn : ∀ k l, 0 ≤ d k * d l * Z k l ^ 2 := fun k l =>
    mul_nonneg (mul_pos (hd0 k) (hd0 l)).le (sq_nonneg _)
  have hpos : 0 < Matrix.trace (Y * S * Y * S) := by
    rw [h1]
    exact Finset.sum_pos' (fun k _ => Finset.sum_nonneg fun l _ => hnn k l)
      ⟨i, Finset.mem_univ i, Finset.sum_pos' (fun l _ => hnn i l)
        ⟨j, Finset.mem_univ j, mul_pos (mul_pos (hd0 i) (hd0 j)) (by positivity)⟩⟩
  have hzero : energy S 0 = 0 := by simp [energy]
  rw [hzero, energy]
  exact half_pos hpos

/-- If `S` has two different eigenvalues, no single step length along the plain gradient
`SXS` takes every symmetric `X` to zero in one step. -/
theorem plain_gradient_step_fails (hS : S.PosDef) (ha : a ∈ eigenvalueSet S)
    (hb : b ∈ eigenvalueSet S) (hab : a ≠ b) :
    ¬ ∃ t : ℝ, ∀ X : Matrix n n ℝ, X.IsSymm → X - t • energyGradient S X = 0 := by
  rintro ⟨t, ht⟩
  -- each eigenvalue s would force the step length 1 / s²
  have key : ∀ s ∈ eigenvalueSet S, t * s ^ 2 = 1 := by
    intro s hs
    obtain ⟨X, hX, h0, hSX, hXS⟩ := exists_eigen_direction hS hs
    have hG : energyGradient S X = (s ^ 2) • X := by
      rw [energyGradient, hSX, Matrix.smul_mul, hXS, smul_smul, ← sq]
    have h : (1 - t * s ^ 2) • X = 0 := by
      rw [sub_smul, one_smul, mul_smul, ← hG]
      exact ht X hX
    linarith [(smul_eq_zero.mp h).resolve_right h0]
  have h1 := key a ha
  have h2 := key b hb
  have ht0 : t ≠ 0 := by
    intro h
    rw [h, zero_mul] at h1
    exact zero_ne_one h1
  have hsq : a ^ 2 = b ^ 2 := mul_left_cancel₀ ht0 (h1.trans h2.symm)
  exact hab ((sq_eq_sq₀ (eigenvalue_pos hS ha).le (eigenvalue_pos hS hb).le).mp hsq)

end

end OverlapMetricConditioning
```

```lean
#print axioms OverlapMetricConditioning.hessianCondition_eq
#print axioms OverlapMetricConditioning.energy_derivatives
#print axioms OverlapMetricConditioning.raised_gradient_step
#print axioms OverlapMetricConditioning.plain_gradient_step_fails
```

```
'OverlapMetricConditioning.hessianCondition_eq' depends on axioms: [propext, Classical.choice, Quot.sound]
'OverlapMetricConditioning.energy_derivatives' depends on axioms: [propext, Classical.choice, Quot.sound]
'OverlapMetricConditioning.raised_gradient_step' depends on axioms: [propext, Classical.choice, Quot.sound]
'OverlapMetricConditioning.plain_gradient_step_fails' depends on axioms: [propext, Classical.choice, Quot.sound]
```

## How the proof follows the derivation

`eigenvalue_pos` evaluates the positive quadratic form $v^TSv=s\,v^Tv$ on an eigenvector and concludes $s>0$. `exists_eigen_direction` builds $vv^T$, checks $SX=sX$ entry by entry, and transposes to get $XS=sX$. `trace_sq` and `trace_sq_pos` write $\mathrm{Tr}(X^2)$ as a sum of squares and show that it is positive for nonzero symmetric $X$, which justifies multiplying the inequalities by the denominator.

The proof turns on Mathlib's `eigenvectorUnitary`, used inside `trace_eigenbasis`. For a Hermitian matrix it supplies a unitary matrix whose columns are eigenvectors. Over the reals the conjugate transpose is the transpose, so unitarity becomes `U * Uᵀ = 1`, and `mulVec_eigenvectorBasis` supplies the column equations that combine into `S * U = U * Matrix.diagonal d`. The lemma then passes on only what later arguments need: numbers `d`, a matrix `Y`, the two trace formulas, and the fact that each `d k` lies in `eigenvalueSet S`. That membership lets the extremality of `a` and `b` act on the spectral decomposition.

In `curvature_range`, `le_div_iff₀` and `div_le_iff₀` clear the denominator. `Finset.sum_le_sum` then reduces each bound to a comparison of $d_id_j$ with $a^2$ or $b^2$, term by term, and `mul_le_mul` settles it using positivity. The eigenvector directions provide attainment. `hessianCondition_eq` reads the supremum and infimum off these extreme elements.

`energy_derivatives` rewrites the energy along a line as the quadratic polynomial in $t$ found above and differentiates it at $t=0$; the slope is treated in the same way as a linear function.

In `raised_gradient_step`, the inverses cancel because `S` has nonzero determinant. For a competing nonzero symmetric matrix, the trace formula gives a sum of nonnegative terms with at least one positive, hence positive energy. `plain_gradient_step_fails` applies a supposed universal step to the eigenvector directions and obtains $ta^2=1=tb^2$. Hence $a^2=b^2$, and positivity gives $a=b$, a contradiction.
